# Magnetism weakens second-order d-band attraction to an empty level only at sufficient spin polarization

Let the d centres of the two spins lie $D+m$ and $D-m$ below an empty adsorbate level, with $0<m<D$, fillings $f+d$ and $f-d$, and coupling $V\neq0$. The second-order attraction

$$A=V^2\left[\frac{f+d}{D+m}+\frac{f-d}{D-m}\right]$$

is smaller than its nonmagnetic value $2V^2f/D$ exactly when $dD>fm$. Here $d$ is a number, half the difference between the spin fillings, and $f$ is the mean filling per spin. The energy $m$, called the splitting below, is half the distance between the two centres.

In this non-interacting model with one level per spin, the positions of the d centres alone do not decide whether magnetism weakens the attraction. Second order is a good approximation to the level lowerings when $|V|$ is much smaller than $D-m$. Applying the model to a surface means replacing a broad, partly filled band by a single level at its centre, a step that the hypotheses do not justify.

```lean
import Mathlib

open Matrix

namespace SpinPolarizedDBand

noncomputable section
```

## The d level lies below an empty adsorbate level

For one spin, `twoLevel` puts the d level at $-\Delta$ and the adsorbate level at zero. `levelGain` is the exact lowering $g=(\sqrt{\Delta^2+4V^2}-\Delta)/2$ of the d level.

```lean
/-- The Hamiltonian of a d level at energy `-Δ` coupled by `V` to an adsorbate level at
energy zero. -/
def twoLevel (Δ V : ℝ) : Matrix (Fin 2) (Fin 2) ℝ :=
  !![-Δ, V; V, 0]

/-- For `Δ > 0`, the amount by which the coupling `V` lowers a d level that lies `Δ` below the
adsorbate level. -/
def levelGain (Δ V : ℝ) : ℝ :=
  (Real.sqrt (Δ ^ 2 + 4 * V ^ 2) - Δ) / 2
```

The adsorbate level rises by the same $g$, so an electron in it would cancel the gain of one d electron. Emptiness enters through the definition of `attraction`, which weights only the d lowering, to second order, by the fillings. The nonmagnetic surface is the same function at $m=d=0$, with $V$, $D$ and $f$ unchanged.

```lean
/-- The second-order attraction of an empty adsorbate level to two spin channels with
fillings `f + d` and `f - d`, whose centres lie `D + m` and `D - m` below it.
The domain is `D + m ≠ 0` and `D - m ≠ 0`. -/
def attraction (V D m f d : ℝ) : ℝ :=
  V ^ 2 * ((f + d) / (D + m) + (f - d) / (D - m))
```

Multiplying out the square root gives $g(\Delta+g)=V^2$. The secular determinant is therefore

$$E^2+\Delta E-V^2=(E+\Delta+g)(E-g),$$

with roots $-\Delta-g$ and $g$. Both identities hold for every real $\Delta$; in Lean, `linear_combination` derives the first from the squared root and the second from the first.

```lean
/-- The level lowering `g` obeys `g (Δ + g) = V²`. -/
theorem levelGain_mul (Δ V : ℝ) :
    levelGain Δ V * (Δ + levelGain Δ V) = V ^ 2 := by
  have h := Real.sq_sqrt (show 0 ≤ Δ ^ 2 + 4 * V ^ 2 by positivity)
  unfold levelGain
  linear_combination h / 4

/-- The secular determinant of the coupled levels factorizes as `(E + (Δ + g)) (E - g)`, where `g`
is `levelGain Δ V`. -/
theorem secular_determinant (Δ V E : ℝ) :
    (twoLevel Δ V - E • (1 : Matrix (Fin 2) (Fin 2) ℝ)).det
      = (E + (Δ + levelGain Δ V)) * (E - levelGain Δ V) := by
  have h := levelGain_mul Δ V
  simp only [twoLevel, Matrix.det_fin_two, Matrix.sub_apply, Matrix.smul_apply]
  simp
  linear_combination h
```

The condition $\Delta>0$ is needed for the second-order estimate. Since $g\ge0$ for every real $\Delta$, $g\Delta=V^2-g^2\le V^2$, and dividing by $\Delta>0$ yields $g\le V^2/\Delta$. Putting this bound into $g=V^2/\Delta-g^2/\Delta$ gives

$$\frac{V^2}{\Delta}-\frac{V^4}{\Delta^3}\le g\le\frac{V^2}{\Delta}.$$

The proof takes the same route through `hg`, `hup` and `heq`. For $\Delta<0$ the upper bound fails, since $g\ge|\Delta|>0$ while $V^2/\Delta\le0$.

```lean
/-- For a d level below the adsorbate level, the second-order value `V²/Δ` bounds the exact
level lowering from above, with an error of at most `V⁴/Δ³`. -/
theorem levelGain_second_order {Δ : ℝ} (V : ℝ) (hΔ : 0 < Δ) :
    V ^ 2 / Δ - V ^ 4 / Δ ^ 3 ≤ levelGain Δ V ∧ levelGain Δ V ≤ V ^ 2 / Δ := by
  have h := levelGain_mul Δ V
  have hg : 0 ≤ levelGain Δ V := by
    have hs : Δ ≤ Real.sqrt (Δ ^ 2 + 4 * V ^ 2) :=
      (Real.le_sqrt' hΔ).2 (by nlinarith [sq_nonneg V])
    unfold levelGain
    linarith
  have hup : levelGain Δ V ≤ V ^ 2 / Δ := by
    rw [le_div_iff₀ hΔ]
    nlinarith [sq_nonneg (levelGain Δ V)]
  refine ⟨?_, hup⟩
  -- Insert the upper bound into g = V²/Δ - g²/Δ.
  have heq : levelGain Δ V = V ^ 2 / Δ - levelGain Δ V ^ 2 / Δ := by
    rw [← sub_div, eq_div_iff hΔ.ne']
    linear_combination h
  have hsq : levelGain Δ V ^ 2 / Δ ≤ (V ^ 2 / Δ) ^ 2 / Δ := by
    gcongr
  have hpow : (V ^ 2 / Δ) ^ 2 / Δ = V ^ 4 / Δ ^ 3 := by
    ring
  linarith
```

## No centre coincides with the adsorbate level

The conditions $D\neq0$ and $D\pm m\neq0$ exclude resonance, where the second-order formula diverges. They allow a common denominator:

$$\frac{f+d}{D+m}+\frac{f-d}{D-m}=\frac{2(fD-dm)}{D^2-m^2}.$$

Subtracting this from $2f/D$ and multiplying by $V^2$ gives the attraction lost on magnetization:

$$\frac{2V^2m}{D(D+m)(D-m)}\,(dD-fm).$$

In the proof, `field_simp` clears the denominators and `ring` checks the polynomial identity.

```lean
/-- The attraction lost on magnetization is proportional to `d D - f m`, provided that
neither the unsplit centre nor a split centre coincides with the adsorbate level. -/
theorem attraction_loss (V f d : ℝ) {D m : ℝ}
    (hD : D ≠ 0) (hp : D + m ≠ 0) (hm : D - m ≠ 0) :
    attraction V D 0 f 0 - attraction V D m f d
      = V ^ 2 * (2 * m) / (D * (D + m) * (D - m)) * (d * D - f * m) := by
  unfold attraction
  simp only [add_zero, sub_zero]
  field_simp
  ring
```

## Nonzero coupling and a shift $m$ between zero and $D$

Physically, $V\neq0$ says that the levels mix, and $0<m<D$ says that the centres split while both stay below the adsorbate level. Together they make the prefactor of the loss positive, which is `hK` in the proof, so the loss has the sign of $dD-fm$. The fillings may be any real numbers here.

If $V=0$ or $m=0$, the attraction does not change, whatever $d$ is. If $m>D>0$, the prefactor is negative and the criterion reverses.

```lean
/-- For nonzero coupling and a splitting `0 < m < D`, magnetism weakens the second-order
attraction if and only if the polarization satisfies `d D > f m`. -/
theorem magnetism_weakens_iff {V D m : ℝ} (f d : ℝ)
    (hV : V ≠ 0) (hm : 0 < m) (hmD : m < D) :
    attraction V D m f d < attraction V D 0 f 0 ↔ f * m < d * D := by
  have hD : 0 < D := hm.trans hmD
  have hp : 0 < D + m := by linarith
  have hq : 0 < D - m := by linarith
  have hK : 0 < V ^ 2 * (2 * m) / (D * (D + m) * (D - m)) := by
    positivity
  -- The sign of the loss is the sign of d D - f m.
  rw [← sub_pos, attraction_loss V f d hD.ne' hp.ne' hq.ne',
    mul_pos_iff_of_pos_left hK, sub_pos]
```

## Equal but nonzero fillings

With $d=0$ and $f>0$, the loss is a positive factor times $-fm$, so splitting alone strengthens the attraction: the centre that moves up gains more than the other loses. The proof uses $f>0$ in `hfm`. At $f=0$ both attractions vanish.

```lean
/-- For nonzero coupling, a splitting `0 < m < D` with equal, positive fillings of the two spin
channels strengthens the attraction. -/
theorem unpolarized_splitting_strengthens {V D m f : ℝ}
    (hV : V ≠ 0) (hm : 0 < m) (hmD : m < D) (hf : 0 < f) :
    attraction V D 0 f 0 < attraction V D m f 0 := by
  have hD : 0 < D := hm.trans hmD
  have hp : 0 < D + m := by linarith
  have hq : 0 < D - m := by linarith
  have hK : 0 < V ^ 2 * (2 * m) / (D * (D + m) * (D - m)) := by
    positivity
  have h := attraction_loss V f 0 hD.ne' hp.ne' hq.ne'
  have hfm : 0 < f * m := mul_pos hf hm
  have hneg := mul_pos hK hfm
  linarith
```

## A splitting proportional to the polarization

Setting $m=Id$ models exchange in mean field, where the constant $I$ is the energy by which each centre shifts per unit of $d$. The criterion $dD>fId$ becomes $If<D$ on division by $d>0$; the proof instead multiplies inequalities by $d$. The assumptions $I>0$ and $Id<D$ supply $0<m<D$. At $d=0$ nothing changes, even if $If<D$.

```lean
/-- If the splitting is proportional to the polarization, `m = I d` with `I, d > 0` and
`I d < D`, then for nonzero coupling magnetism weakens the attraction if and only if
`I f < D`. -/
theorem proportional_splitting_weakens_iff {V D I d : ℝ} (f : ℝ)
    (hV : V ≠ 0) (hI : 0 < I) (hd : 0 < d) (hId : I * d < D) :
    attraction V D (I * d) f d < attraction V D 0 f 0 ↔ I * f < D := by
  rw [magnetism_weakens_iff f d hV (mul_pos hI hd) hId]
  constructor
  · intro h
    by_contra hc
    have hc' : D ≤ I * f := not_lt.mp hc
    have := mul_le_mul_of_nonneg_left hc' hd.le
    linarith
  · intro h
    have := mul_lt_mul_of_pos_left h hd
    linarith
```

## Spin fillings between zero and one

Each spin level holds at most one electron and no fewer than none. If some $d$ weakens the attraction, then $fm<dD$. With $d\le f$ this gives $f(D-m)>0$, hence $f>0$; with $d\le1-f$ it gives $f(D+m)<D$.

Conversely, take the largest allowed polarization. For $f\le1/2$ this is $d=f$, and $fm<fD$. For $f\ge1/2$ it is $d=1-f$, and $fm<(1-f)D$ is the assumed inequality. The proof splits into the same two cases with `le_total`.

At a given splitting, a mean filling $f\ge D/(D+m)$ thus leaves no allowed polarization that weakens the attraction. Without the limits on the fillings, a large enough $d$ would always do so.

```lean
/-- For nonzero coupling and `0 < m < D`, some polarization with both spin fillings in
`[0, 1]` weakens the attraction if and only if `f > 0` and `f (D + m) < D`. -/
theorem exists_weakening_polarization_iff {V D m : ℝ} (f : ℝ)
    (hV : V ≠ 0) (hm : 0 < m) (hmD : m < D) :
    (∃ d : ℝ, f + d ∈ Set.Icc (0 : ℝ) 1 ∧ f - d ∈ Set.Icc (0 : ℝ) 1 ∧
      attraction V D m f d < attraction V D 0 f 0) ↔ 0 < f ∧ f * (D + m) < D := by
  have hD : 0 < D := hm.trans hmD
  constructor
  · rintro ⟨d, ⟨_, h1⟩, ⟨h2, _⟩, h⟩
    rw [magnetism_weakens_iff f d hV hm hmD] at h
    have ha : 0 ≤ (f - d) * D := mul_nonneg h2 hD.le
    have hb : 0 ≤ (1 - (f + d)) * D := mul_nonneg (by linarith) hD.le
    constructor
    · have hc : 0 < f * (D - m) := by linarith
      exact pos_of_mul_pos_left hc (by linarith)
    · linarith
  · rintro ⟨hf, h⟩
    have hfm : 0 < f * m := mul_pos hf hm
    have hf1 : f < 1 := by
      by_contra hc
      have := mul_le_mul_of_nonneg_right (not_lt.mp hc) hD.le
      linarith
    -- Take the largest polarization: empty the minority spin or fill the majority spin.
    rcases le_total f (1 / 2) with hh | hh
    · refine ⟨f, ⟨by linarith, by linarith⟩, ⟨by linarith, by linarith⟩, ?_⟩
      rw [magnetism_weakens_iff f f hV hm hmD]
      exact mul_lt_mul_of_pos_left hmD hf
    · refine ⟨1 - f, ⟨by linarith, by linarith⟩, ⟨by linarith, by linarith⟩, ?_⟩
      rw [magnetism_weakens_iff f (1 - f) hV hm hmD]
      linarith

end

end SpinPolarizedDBand
```

```lean
#print axioms SpinPolarizedDBand.magnetism_weakens_iff
-- 'SpinPolarizedDBand.magnetism_weakens_iff' depends on axioms: [propext, Classical.choice, Quot.sound]
#print axioms SpinPolarizedDBand.unpolarized_splitting_strengthens
-- 'SpinPolarizedDBand.unpolarized_splitting_strengthens' depends on axioms: [propext, Classical.choice, Quot.sound]
#print axioms SpinPolarizedDBand.proportional_splitting_weakens_iff
-- 'SpinPolarizedDBand.proportional_splitting_weakens_iff' depends on axioms: [propext, Classical.choice, Quot.sound]
#print axioms SpinPolarizedDBand.exists_weakening_polarization_iff
-- 'SpinPolarizedDBand.exists_weakening_polarization_iff' depends on axioms: [propext, Classical.choice, Quot.sound]
```
